# On the unit sphere, $x^4+y^4+z^4$ has its maximum at six points and its minimum at eight

A spherical-top molecule such as methane or sulfur hexafluoride has three equal moments of inertia, so as a rigid body its rotational energy depends only on the length of the angular momentum $\mathbf J$. A real molecule stretches as it rotates, and it stretches differently when $\mathbf J$ lies along a cubic axis than when it lies along a cube diagonal. The energy then depends on the direction of $\mathbf J$ in the molecular frame. Which directions are extremal, and can the angular momentum pass from one to another?

## The bound and its extremal points

Let $n=\mathbf J/|\mathbf J|$, with components $n_0,n_1,n_2$ along the cubic axes of the molecule. The lowest-order anisotropic distortion term is, up to a factor proportional to $|\mathbf J|^4$ and an additive part depending only on $|\mathbf J|$,

$$E(n)=n_0^4+n_1^4+n_2^4,\qquad n_0^2+n_1^2+n_2^2=1.$$

It satisfies

$$\tfrac13\le E(n)\le 1 .$$

The value $1$ occurs at exactly six points, the signed axes, and the value $1/3$ at exactly eight, $(\pm1,\pm1,\pm1)/\sqrt3$. At fixed $|\mathbf J|$, the omitted factor sets how strongly the energy depends on direction; its sign decides whether the axes are the high-energy or the low-energy directions.

The value $1/2$ separates two kinds of motion. A continuous path with $E>1/2$ throughout stays near one signed axis, and one with $E<1/2$ throughout stays in one open octant.

In this classical model with a single fourth-rank term, the six and eight equivalent regions correspond to the sixfold and eightfold clusters of rotational levels seen in spherical tops at high angular momentum.

## Region labels in a trajectory code

Suppose a code propagates $\mathbf J$ in the molecular frame and stores it unnormalised. The quantity to monitor is then

$$E=\frac{J_0^4+J_1^4+J_2^4}{(J_0^2+J_1^2+J_2^2)^2}.$$

If $E>1/2$, label the region by the index and sign of the component largest in magnitude; if $E<1/2$, label it by the three signs. Under this distortion term alone, the exact motion conserves $E$, so the label is constant. If two successive samples lie on the same side of $1/2$ but carry different labels, every continuous path on the sphere between them reaches $E=1/2$. The exact motion under this term alone cannot do that, so the change of label is a numerical error, even if the energies at the samples look acceptable.

For example, $\mathbf J=(2,2,1)$ has $|\mathbf J|^2=9$ and $E=(16+16+1)/81=11/27\approx0.407$, so its label is $(+,+,+)$. The vector $(2,1,0)$ has $E=17/25=0.68$, and its label is the positive axis $0$, with $n_0^2=4/5$.

## Fixing one squared component

Choose an index $i$, put $u=n_i^2$, and let $v,w$ be the other two squared components, so that $v+w=1-u$. From

$$v^2+w^2=(v+w)^2-2vw=\tfrac12(v+w)^2+\tfrac12(v-w)^2$$

and $v,w\ge0$ it follows that

$$u^2+\tfrac12(1-u)^2\;\le\;E\;\le\;u^2+(1-u)^2 .$$

The global bounds follow, since $0\le u\le1$:

$$u^2+\tfrac12(1-u)^2-\tfrac13=\tfrac16(3u-1)^2\ge0,\qquad 1-u^2-(1-u)^2=2u(1-u)\ge0 .$$

**Maximum.** Squaring the normalisation gives

$$1-E=2\left[(n_0n_1)^2+(n_0n_2)^2+(n_1n_2)^2\right].$$

If $E=1$, all three products vanish, so at most one component is nonzero, and normalisation makes it $\pm1$. Conversely, every signed axis has $E=1$. Three axes with two signs give six distinct points.

**Minimum.** If $E=1/3$, the lower bound forces $(3u-1)^2=0$ for each $i$, so every $n_i=\pm1/\sqrt3$. Conversely, each such point has $E=3\cdot\frac19=\frac13$. The $2^3$ sign choices give eight distinct points.

**Paths above $1/2$.** At time zero some $n_i^2$ exceeds $1/2$; otherwise $n_i^4\le n_i^2/2$ for every $i$, and summing gives $E\le1/2$. If $n_i^2$ equalled $1/2$ at any time, earlier or later, the upper bound would give $E\le\frac14+\frac14=\frac12$, a contradiction. By the intermediate value theorem $n_i^2$ stays above $1/2$. Then $n_i$ never vanishes and keeps its sign.

**Paths below $1/2$.** If some $n_i$ vanished, the lower bound at $u=0$ would give $E\ge1/2$. So no component vanishes, and each keeps its sign.

## Directions, labels and paths in Lean

A direction is a function `Fin 3 → ℝ`, with indices 0, 1 and 2 as above. The set `unitSphere` is defined by the explicit sum of squares, and `distortion` is $E$. A Boolean encodes a sign through `sgn`. The signed axes are the values of `axisPoint`, labelled by an index and a sign, and the cube diagonals are the values of `diagonalPoint`, labelled by three signs.

The theorem `six_maxima_eight_minima` states the two bounds and the two counts, where `ncard` is the number of elements of a set. `maxima_eq_axes` and `minima_eq_diagonals` identify the points themselves.

In the two confinement theorems a path is a continuous function of a real time `t` that lies on the sphere at all times. `confined_to_axis_cap` supplies one index `i` and one sign `b`, valid for all times, with $n_i^2>1/2$ and $n_i$ of that sign. `confined_to_octant` supplies one sign for each component. Neither assumes an equation of motion. A trajectory on a finite interval is covered by holding its end values constant outside the interval.

## From the algebra to the proof

`bounds_aux` proves the bounds at fixed $u$ for three real numbers: it replaces $1-a^2$ by $b^2+c^2$ and gives `nlinarith` the squares used above. `distortion_bounds` applies it to each component in turn.

In `maxima_eq_axes`, the equation `key` is the identity for $1-E$ at $E=1$, obtained by `linear_combination`. The case split finds the surviving component, and `mem_range_axisPoint` turns it into a signed axis. In `minima_eq_diagonals`, the lower bound gives `hq`, which says that every squared component is $1/3$; a sign is then chosen for each component. The counts follow by showing that different labels give different points and counting the labels.

For paths, `stays_above` is the intermediate value theorem in the form needed here: a continuous function that never equals `c` and is somewhere above it is always above it. `keeps_sign` applies this to a function or its negative. The confinement theorems use `distortion_bounds` to exclude the values $n_i^2=1/2$ and $n_i=0$ respectively.

```lean
import Mathlib

open Set

namespace SphericalTopClusters

noncomputable section

/-- The unit sphere of directions of the angular momentum in the molecular frame. -/
def unitSphere : Set (Fin 3 → ℝ) := {n | n 0 ^ 2 + n 1 ^ 2 + n 2 ^ 2 = 1}

/-- The quartic function `x⁴ + y⁴ + z⁴`, called the distortion energy here. -/
def distortion (n : Fin 3 → ℝ) : ℝ := n 0 ^ 4 + n 1 ^ 4 + n 2 ^ 4

/-- The sign `+1` or `-1` labelled by a Boolean. -/
def sgn (b : Bool) : ℝ := if b then 1 else -1

/-- The unit vector along a coordinate axis, with a chosen sign. -/
def axisPoint (p : Fin 3 × Bool) : Fin 3 → ℝ := fun j => if j = p.1 then sgn p.2 else 0

/-- The unit vector `(±1, ±1, ±1)/√3` along a cube diagonal. -/
def diagonalPoint (b : Fin 3 → Bool) : Fin 3 → ℝ := fun i => sgn (b i) / √3

lemma sgn_injective : Function.Injective sgn := by
  intro a b h
  cases a <;> cases b <;> first | rfl | (exfalso; norm_num [sgn] at h)

lemma sgn_sq (b : Bool) : sgn b ^ 2 = 1 := by
  cases b <;> norm_num [sgn]

lemma bounds_aux (a b c : ℝ) (h : a ^ 2 + b ^ 2 + c ^ 2 = 1) :
    (a ^ 2) ^ 2 + (1 - a ^ 2) ^ 2 / 2 ≤ a ^ 4 + b ^ 4 + c ^ 4 ∧
      a ^ 4 + b ^ 4 + c ^ 4 ≤ (a ^ 2) ^ 2 + (1 - a ^ 2) ^ 2 := by
  have h' : 1 - a ^ 2 = b ^ 2 + c ^ 2 := by linarith
  rw [h']
  constructor <;> nlinarith [sq_nonneg (b ^ 2 - c ^ 2), sq_nonneg (b * c)]

/-- Bounds on the distortion energy when the squared component of the angular momentum
direction along one axis is known. -/
theorem distortion_bounds {n : Fin 3 → ℝ} (hn : n ∈ unitSphere) (i : Fin 3) :
    (n i ^ 2) ^ 2 + (1 - n i ^ 2) ^ 2 / 2 ≤ distortion n ∧
      distortion n ≤ (n i ^ 2) ^ 2 + (1 - n i ^ 2) ^ 2 := by
  have h : n 0 ^ 2 + n 1 ^ 2 + n 2 ^ 2 = 1 := hn
  unfold distortion
  match i with
  | 0 => exact bounds_aux (n 0) (n 1) (n 2) h
  | 1 =>
    have := bounds_aux (n 1) (n 0) (n 2) (by linarith)
    constructor <;> linarith [this.1, this.2]
  | 2 =>
    have := bounds_aux (n 2) (n 0) (n 1) (by linarith)
    constructor <;> linarith [this.1, this.2]

lemma mem_range_axisPoint {n : Fin 3 → ℝ} (i : Fin 3) (hz : ∀ j, j ≠ i → n j = 0)
    (h : n i * n i = 1) : n ∈ range axisPoint := by
  rcases mul_self_eq_one_iff.mp h with h1 | h1
  · refine ⟨(i, true), funext fun j => ?_⟩
    by_cases hj : j = i
    · simp [axisPoint, sgn, hj, h1]
    · simp [axisPoint, hj, hz j hj]
  · refine ⟨(i, false), funext fun j => ?_⟩
    by_cases hj : j = i
    · simp [axisPoint, sgn, hj, h1]
    · simp [axisPoint, hj, hz j hj]

/-- The directions of distortion energy `1` are exactly the signed coordinate axes. -/
theorem maxima_eq_axes : {n ∈ unitSphere | distortion n = 1} = range axisPoint := by
  ext n
  constructor
  · rintro ⟨hs, hE⟩
    have hs' : n 0 ^ 2 + n 1 ^ 2 + n 2 ^ 2 = 1 := hs
    have hE' : n 0 ^ 4 + n 1 ^ 4 + n 2 ^ 4 = 1 := hE
    -- on the sphere, one minus the energy is twice this sum of squared products
    have key : (n 0 * n 1) ^ 2 + (n 0 * n 2) ^ 2 + (n 1 * n 2) ^ 2 = 0 := by
      linear_combination ((n 0 ^ 2 + n 1 ^ 2 + n 2 ^ 2 + 1) / 2) * hs' - hE' / 2
    have p := sq_nonneg (n 0 * n 1)
    have q := sq_nonneg (n 0 * n 2)
    have r := sq_nonneg (n 1 * n 2)
    have h01 : n 0 * n 1 = 0 := (pow_eq_zero_iff two_ne_zero).mp (by linarith)
    have h02 : n 0 * n 2 = 0 := (pow_eq_zero_iff two_ne_zero).mp (by linarith)
    have h12 : n 1 * n 2 = 0 := (pow_eq_zero_iff two_ne_zero).mp (by linarith)
    by_cases h0 : n 0 = 0
    · by_cases h1 : n 1 = 0
      · refine mem_range_axisPoint 2 (fun j hj => ?_) (by rw [h0, h1] at hs'; linarith)
        match j, hj with
        | 0, _ => exact h0
        | 1, _ => exact h1
        | 2, hj => exact absurd rfl hj
      · have h2 : n 2 = 0 := (mul_eq_zero.mp h12).resolve_left h1
        refine mem_range_axisPoint 1 (fun j hj => ?_) (by rw [h0, h2] at hs'; linarith)
        match j, hj with
        | 0, _ => exact h0
        | 1, hj => exact absurd rfl hj
        | 2, _ => exact h2
    · have h1 : n 1 = 0 := (mul_eq_zero.mp h01).resolve_left h0
      have h2 : n 2 = 0 := (mul_eq_zero.mp h02).resolve_left h0
      refine mem_range_axisPoint 0 (fun j hj => ?_) (by rw [h1, h2] at hs'; linarith)
      match j, hj with
      | 0, hj => exact absurd rfl hj
      | 1, _ => exact h1
      | 2, _ => exact h2
  · rintro ⟨⟨i, b⟩, rfl⟩
    fin_cases i <;> cases b <;> norm_num [unitSphere, distortion, axisPoint, sgn] <;> decide

/-- The directions of distortion energy `1/3` are exactly the cube diagonals. -/
theorem minima_eq_diagonals :
    {n ∈ unitSphere | distortion n = 1 / 3} = range diagonalPoint := by
  have h3 : √(3 : ℝ) ^ 2 = 3 := Real.sq_sqrt (by norm_num)
  have h30 : √(3 : ℝ) ≠ 0 := by positivity
  ext n
  constructor
  · rintro ⟨hs, hE⟩
    have hs' : n 0 ^ 2 + n 1 ^ 2 + n 2 ^ 2 = 1 := hs
    have hE' : n 0 ^ 4 + n 1 ^ 4 + n 2 ^ 4 = 1 / 3 := hE
    -- the lower bound of `distortion_bounds` pins every squared component to 1/3
    have hq : ∀ i, n i ^ 2 = 1 / 3 := by
      intro i
      have hb := (distortion_bounds hs i).1
      rw [hE] at hb
      have h0 : (n i ^ 2 - 1 / 3) ^ 2 = 0 :=
        le_antisymm (by linarith) (sq_nonneg _)
      linarith [(pow_eq_zero_iff two_ne_zero).mp h0]
    have hb : ∀ i, ∃ b, sgn b / √3 = n i := by
      intro i
      have h1 : (n i * √3) * (n i * √3) = 1 := by
        linear_combination √3 ^ 2 * hq i + h3 / 3
      rcases mul_self_eq_one_iff.mp h1 with h | h
      · exact ⟨true, by rw [div_eq_iff h30, h]; simp [sgn]⟩
      · exact ⟨false, by rw [div_eq_iff h30, h]; simp [sgn]⟩
    choose b hb using hb
    exact ⟨b, funext hb⟩
  · rintro ⟨b, rfl⟩
    have hq : ∀ i, diagonalPoint b i ^ 2 = 1 / 3 := by
      intro i
      unfold diagonalPoint
      rw [div_pow, sgn_sq, h3]
    have hq4 : ∀ i, diagonalPoint b i ^ 4 = 1 / 9 := fun i => by
      linear_combination (diagonalPoint b i ^ 2 + 1 / 3) * hq i
    constructor
    · change diagonalPoint b 0 ^ 2 + diagonalPoint b 1 ^ 2 + diagonalPoint b 2 ^ 2 = 1
      linarith [hq 0, hq 1, hq 2]
    · change diagonalPoint b 0 ^ 4 + diagonalPoint b 1 ^ 4 + diagonalPoint b 2 ^ 4 = 1 / 3
      linarith [hq4 0, hq4 1, hq4 2]

/-- On the unit sphere the distortion energy lies in `[1/3, 1]`; the value `1` is attained
at exactly six points and the value `1/3` at exactly eight. -/
theorem six_maxima_eight_minima :
    (∀ n ∈ unitSphere, 1 / 3 ≤ distortion n ∧ distortion n ≤ 1) ∧
      {n ∈ unitSphere | distortion n = 1}.ncard = 6 ∧
      {n ∈ unitSphere | distortion n = 1 / 3}.ncard = 8 := by
  refine ⟨fun n hn => ?_, ?_, ?_⟩
  · have hs : n 0 ^ 2 + n 1 ^ 2 + n 2 ^ 2 = 1 := hn
    have hb := distortion_bounds hn 0
    have hu : 0 ≤ 1 - n 0 ^ 2 := by linarith [sq_nonneg (n 1), sq_nonneg (n 2)]
    constructor
    · nlinarith [hb.1, sq_nonneg (3 * n 0 ^ 2 - 1)]
    · nlinarith [hb.2, mul_nonneg (sq_nonneg (n 0)) hu]
  · have hinj : Function.Injective axisPoint := by
      rintro ⟨i, a⟩ ⟨j, b⟩ h
      have hi := congrFun h i
      by_cases hij : i = j
      · subst hij
        have hab : sgn a = sgn b := by simpa [axisPoint] using hi
        rw [sgn_injective hab]
      · have h0 : sgn a = 0 := by simpa [axisPoint, hij] using hi
        have h1 := sgn_sq a
        rw [h0] at h1
        norm_num at h1
    rw [maxima_eq_axes, ← image_univ, ncard_image_of_injective _ hinj, ncard_univ,
      Nat.card_eq_fintype_card]
    simp
  · have hinj : Function.Injective diagonalPoint := by
      intro a b h
      funext i
      have hi : sgn (a i) / √3 = sgn (b i) / √3 := congrFun h i
      have h30 : √(3 : ℝ) ≠ 0 := by positivity
      exact sgn_injective ((div_left_inj' h30).mp hi)
    rw [minima_eq_diagonals, ← image_univ, ncard_image_of_injective _ hinj, ncard_univ,
      Nat.card_eq_fintype_card]
    simp

lemma stays_above {f : ℝ → ℝ} (hf : Continuous f) {c s : ℝ} (hne : ∀ t, f t ≠ c)
    (hs : c < f s) (t : ℝ) : c < f t := by
  by_contra h
  obtain ⟨r, hr⟩ := mem_range_of_exists_le_of_exists_ge hf ⟨t, not_lt.mp h⟩ ⟨s, hs.le⟩
  exact hne r hr

lemma keeps_sign {f : ℝ → ℝ} (hf : Continuous f) (hne : ∀ t, f t ≠ 0) :
    ∃ b, ∀ t, 0 < sgn b * f t := by
  rcases lt_or_gt_of_ne (hne 0) with h | h
  · refine ⟨false, fun t => ?_⟩
    have := stays_above (f := fun t => -f t) hf.neg (c := 0) (s := 0)
      (fun t => neg_ne_zero.mpr (hne t)) (neg_pos.mpr h) t
    simpa [sgn] using this
  · exact ⟨true, fun t => by simpa [sgn] using stays_above hf hne h t⟩

/-- A continuous path on the sphere with distortion energy above `1/2` stays in one cap
around one signed coordinate axis. -/
theorem confined_to_axis_cap {n : ℝ → Fin 3 → ℝ} (hc : Continuous n)
    (hn : ∀ t, n t ∈ unitSphere) (hE : ∀ t, 1 / 2 < distortion (n t)) :
    ∃ i b, ∀ t, 1 / 2 < n t i ^ 2 ∧ 0 < sgn b * n t i := by
  -- at time zero some squared component exceeds 1/2
  have hex : ∃ i, 1 / 2 < n 0 i ^ 2 := by
    by_contra hcon
    have h : ∀ i, 0 ≤ 1 / 2 - n 0 i ^ 2 := fun i =>
      sub_nonneg.mpr (not_lt.mp fun hi => hcon ⟨i, hi⟩)
    have hs : n 0 0 ^ 2 + n 0 1 ^ 2 + n 0 2 ^ 2 = 1 := hn 0
    have he : 1 / 2 < n 0 0 ^ 4 + n 0 1 ^ 4 + n 0 2 ^ 4 := hE 0
    nlinarith [mul_nonneg (sq_nonneg (n 0 0)) (h 0), mul_nonneg (sq_nonneg (n 0 1)) (h 1),
      mul_nonneg (sq_nonneg (n 0 2)) (h 2)]
  obtain ⟨i, hi⟩ := hex
  have hci : Continuous fun t => n t i := continuous_pi_iff.mp hc i
  -- the rim of the cap has energy at most 1/2 and cannot be crossed
  have hcap : ∀ t, 1 / 2 < n t i ^ 2 :=
    stays_above (f := fun t => n t i ^ 2) (hci.pow 2) (fun t ht => by
      have ht' : n t i ^ 2 = 1 / 2 := ht
      have hb := (distortion_bounds (hn t) i).2
      rw [ht'] at hb
      linarith [hE t]) hi
  obtain ⟨b, hb⟩ := keeps_sign hci (fun t ht => by
    have h := hcap t
    rw [ht] at h
    norm_num at h)
  exact ⟨i, b, fun t => ⟨hcap t, hb t⟩⟩

/-- A continuous path on the sphere with distortion energy below `1/2` stays in one open
octant. -/
theorem confined_to_octant {n : ℝ → Fin 3 → ℝ} (hc : Continuous n)
    (hn : ∀ t, n t ∈ unitSphere) (hE : ∀ t, distortion (n t) < 1 / 2) :
    ∃ b : Fin 3 → Bool, ∀ t i, 0 < sgn (b i) * n t i := by
  have h : ∀ i, ∃ b, ∀ t, 0 < sgn b * n t i := fun i =>
    keeps_sign (continuous_pi_iff.mp hc i) (fun t ht => by
      -- a coordinate plane has energy at least 1/2
      have hb := (distortion_bounds (hn t) i).1
      rw [ht] at hb
      linarith [hE t])
  choose b hb using h
  exact ⟨b, fun t i => hb i t⟩

end

end SphericalTopClusters
```

```lean
#print axioms SphericalTopClusters.six_maxima_eight_minima
#print axioms SphericalTopClusters.confined_to_axis_cap
#print axioms SphericalTopClusters.confined_to_octant
```

```
'SphericalTopClusters.six_maxima_eight_minima' depends on axioms: [propext, Classical.choice, Quot.sound]
'SphericalTopClusters.confined_to_axis_cap' depends on axioms: [propext, Classical.choice, Quot.sound]
'SphericalTopClusters.confined_to_octant' depends on axioms: [propext, Classical.choice, Quot.sound]
```

## Confinement without tunnelling

The results concern a classical direction and one fixed quartic function. They contain no quantum Hamiltonian, so the cluster sizes, the splittings within clusters and the tunnelling between equivalent regions are physical interpretation, not consequences of these theorems. Sixth-rank and higher distortion terms change the energy surface and can move or add extrema, so a code that includes them needs its own analysis.

The confinement theorems need a strict inequality at every time. A path at $E=1/2$, or one that crosses that value, is not covered. The cap $n_i^2>1/2$ is also only an enclosure: it contains directions whose energy is below $1/2$, so a code should test $E$ itself before assigning an axis label. In floating-point arithmetic, samples very close to $1/2$ need a tolerance, because rounding can put them on the wrong side.
